# Accurate energies on a cheap kink path overestimate a strongly convex action by at most a second-order amount

I am computing the tunnelling splitting of a proton that moves between two equivalent wells. I optimised the instanton path on a density-functional surface, and I can afford coupled-cluster energies at its beads but not a new optimisation. The beads are then in the wrong places for the coupled-cluster surface, by an amount that is first order in the error of the cheap forces. Why should the recomputed action be any better than that, and does it come out too high or too low?

## The error is quadratic in the force difference

Compared with the optimised coupled-cluster action between the same fixed end points, it comes out too high, or exact. The excess is at most quadratic in the difference between the two sets of forces. Both statements assume that the accurate action is strongly convex on a region containing both paths.

Write $L$ for the cheap action and $H$ for the accurate one (low and high level, not Lagrangian and Hamiltonian). Let $x$ be a local minimiser of $L$, and let $y$ minimise $H$ on a convex region $S$ that contains $x$. Strong convexity means that $H(q)-\tfrac c2\|q\|^2$ is convex on $S$ for some $c>0$. Physically, $c$ is a lower bound on the stiffness of the accurate action against any displacement of the path within $S$.

**A parabola under the action.** Put $d=y-x$ and take $0<t<1$. Since
$$(1-t)\|x\|^2+t\|y\|^2-\|x+td\|^2=t(1-t)\|d\|^2,$$
convexity gives
$$H(x+td)\le(1-t)H(x)+tH(y)-\tfrac c2\,t(1-t)\|d\|^2 .$$
Subtract $H(x)$ and divide by $t$:
$$\frac{H(x+td)-H(x)}{t}\le H(y)-H(x)-\tfrac c2(1-t)\|d\|^2 .$$
As $t\to0^+$ the left side tends to $\langle g,d\rangle$, with $g=\nabla H(x)$. Hence
$$H(x)-H(y)\le-\langle g,d\rangle-\tfrac c2\|d\|^2 .$$

**Completing the square.** By Cauchy–Schwarz,
$$H(x)-H(y)\le\|g\|\|d\|-\tfrac c2\|d\|^2=\frac{\|g\|^2}{2c}-\frac{(\|g\|-c\|d\|)^2}{2c}\le\frac{\|g\|^2}{2c}.$$
The cheap path is stationary for $L$, so $\nabla L(x)=0$ and $g=\nabla(H-L)(x)$. Since $y$ minimises $H$ on $S$, the difference is also non-negative:
$$0\le H(x)-H(y)\le\frac{\|\nabla(H-L)(x)\|^2}{2c}.$$

If $H=L+\varepsilon W$, the right side is $\varepsilon^2\|\nabla W(x)\|^2/(2c)$. This is second order in $\varepsilon$ as long as one $c$ serves for all the small $\varepsilon$ considered. Keeping the cheap energies as well would add $L(x)-H(x)=-\varepsilon W(x)$, which is first order.

**Beads and forces.** Let the movable beads be $q_0,\dots,q_{N-1}$ in mass-weighted coordinates, between fixed ends $a$ and $b$. Set $r_0=a$, $r_{k+1}=q_k$ for $k<N$, and $r_{N+1}=b$. With imaginary-time step $\tau$ and potential $V$, the kink action is
$$\sum_{k=0}^{N}\frac{\|r_{k+1}-r_k\|^2}{2\tau}+\tau\sum_{i=0}^{N-1}V(q_i).$$
The springs are the same at both levels and cancel in $H-L$. Its gradient therefore has the component $\tau\nabla(V_H-V_L)(x_i)$ at bead $i$, where $V_L$ and $V_H$ are the cheap and accurate potentials, and
$$H(x)-H(y)\le\frac{\tau^2}{2c}\sum_{i=0}^{N-1}\|\nabla(V_H-V_L)(x_i)\|^2 .$$

**The constant is sharp.** Take $L=\tfrac c2\|q\|^2$ and $H=\tfrac c2\|q-a\|^2$, where $a$ is now the displaced minimum. The error is $\tfrac c2\|a\|^2$. The correction has gradient $-ca$ at $0$, so the bound is $c^2\|a\|^2/(2c)$, the same number. For $a\ne0$ no smaller constant than $1/(2c)$ would do.

## What happens in your calculation

You keep the $N$ density-functional geometries and run one coupled-cluster energy at each. One more, at the end point $a$, sets the zero of $V_H$; without it the action would contain $N\tau$ times the energy of the well. The spring sum is unchanged; the potential sum is replaced by $\tau\sum_iV_H(x_i)$. The result is $H(x)$. To evaluate the bound you also need a value of $c$ and coupled-cluster gradients at those geometries. You subtract the density-functional gradients, mass-weight the differences, sum their squares and multiply by $\tau^2/(2c)$.

The splitting contains the factor $e^{-\text{action}/\hbar}$, so for a finite-bead kink with this convexity the recomputed action can only make that factor too small, never too large, compared with the optimised coupled-cluster kink that has the same end points and the same zero of energy. The fluctuation prefactor is a separate matter. For a long imaginary time, shifting the kink along the time axis costs little action. A region that allows this shift then has at best a small $c$, and the bound is weak.

## Paths, actions and hypotheses in Lean

The general theorem, `dual_level_action_error`, takes paths in a complete real inner product space `E`, of which $\mathbb R^n$ is a case. `ConvexOn ℝ S` includes the convexity of the region `S` itself. Taking `S` to be the whole space gives a global statement, but a double well can spoil convexity far from the kink, and a smaller `S` allows for that. `IsLocalMin L x` compares `x` with all nearby paths, while `IsMinOn H S y` makes `y` a minimiser over `S` only. Both actions need to be differentiable at `x` and nowhere else. The existence of `y` and the value of `c` are assumed, not derived.

For kinks, `F` is the mass-weighted configuration space of one bead, and `Path N F` carries the norm whose square is the sum of the squared bead norms. The function `bead` is the sequence $r_k$ above, and `kinkAction` is the action displayed there. The theorem `kink_error_from_forces` gives the force bound for potentials `VL` and `VH`. Physically $\tau>0$, though no sign is imposed.

One step to your molecule remains: both actions use the same end points `a` and `b`, whereas the wells of the two surfaces generally lie at slightly different geometries. Moving the ends to the coupled-cluster wells, and the zero of energy with them, changes the action by an amount that the bound does not cover. The recomputed action can then even lie below that of the kink between the true coupled-cluster wells, so this effect has to be assessed separately.

```lean
import Mathlib

open Filter
open scoped Topology

namespace InstantonDualLevel

noncomputable section

variable {E : Type*} [NormedAddCommGroup E] [InnerProductSpace ℝ E] [CompleteSpace E]

/-- If `H - (c/2)‖·‖²` is convex on a region `S` and `H` is differentiable at `x` in `S`, then on `S`
the action lies above its tangent plane at `x` plus a parabola of curvature `c`. -/
theorem quadratic_lower_bound {H : E → ℝ} {S : Set E} {c : ℝ} {x z : E}
    (hconv : ConvexOn ℝ S (fun q => H q - c / 2 * ‖q‖ ^ 2))
    (hH : DifferentiableAt ℝ H x) (hx : x ∈ S) (hz : z ∈ S) :
    H x + inner ℝ (gradient H x) (z - x) + c / 2 * ‖z - x‖ ^ 2 ≤ H z := by
  -- the slope of H along the segment from x to z
  have hline : HasDerivAt (fun t : ℝ => H (x + t • (z - x)))
      (inner ℝ (gradient H x) (z - x)) 0 :=
    hH.hasGradientAt.hasFDerivAt.hasLineDerivAt (z - x)
  have hslope := hline.tendsto_slope_zero_right
  simp only [zero_add, zero_smul, add_zero, smul_eq_mul] at hslope
  have hright : Tendsto (fun t : ℝ => H z - H x - c / 2 * (1 - t) * ‖z - x‖ ^ 2)
      (𝓝[>] 0) (𝓝 (H z - H x - c / 2 * ‖z - x‖ ^ 2)) := by
    have hcont : Continuous (fun t : ℝ => H z - H x - c / 2 * (1 - t) * ‖z - x‖ ^ 2) := by
      fun_prop
    exact (hcont.tendsto' 0 _ (by ring)).mono_left nhdsWithin_le_nhds
  have hle := le_of_tendsto_of_tendsto hslope hright (by
    filter_upwards [Ioo_mem_nhdsGT (zero_lt_one' ℝ)] with t ht
    have h := hconv.2 hx hz (sub_nonneg.2 ht.2.le) ht.1.le (sub_add_cancel 1 t)
    have e : (1 - t) • x + t • z = x + t • (z - x) := by module
    have n1 : ‖x + t • (z - x)‖ ^ 2
        = ‖x‖ ^ 2 + 2 * (t * inner ℝ x (z - x)) + t ^ 2 * ‖z - x‖ ^ 2 := by
      rw [norm_add_sq_real, real_inner_smul_right, norm_smul, mul_pow, Real.norm_eq_abs, sq_abs]
    have n2 : ‖z‖ ^ 2 = ‖x‖ ^ 2 + 2 * inner ℝ x (z - x) + ‖z - x‖ ^ 2 := by
      have h2 := norm_add_sq_real x (z - x)
      rwa [add_sub_cancel] at h2
    simp only [e, n1, n2, smul_eq_mul] at h
    rw [inv_mul_le_iff₀ ht.1]
    linear_combination h)
  linarith

/-- At a local minimiser `x` of the cheap action `L`, the gradient of the correction `H - L` equals
the gradient of the accurate action `H`, if both actions are differentiable there. -/
theorem gradient_correction {L H : E → ℝ} {x : E} (hL : DifferentiableAt ℝ L x)
    (hH : DifferentiableAt ℝ H x) (hx : IsLocalMin L x) :
    gradient (fun q => H q - L q) x = gradient H x := by
  have hL0 : HasFDerivAt L (0 : E →L[ℝ] ℝ) x := by
    have h := hL.hasFDerivAt
    rwa [hx.fderiv_eq_zero] at h
  have hD : HasFDerivAt (fun q => H q - L q) (fderiv ℝ H x) x :=
    (hH.hasFDerivAt.sub hL0).congr_fderiv (sub_zero _)
  unfold gradient
  rw [hD.fderiv]

/-- Let `x` locally minimise the cheap action `L` and let `y` minimise the accurate action `H` on a
region `S` containing both, with `H - (c/2)‖·‖²` convex on `S`, `c > 0`, and both actions
differentiable at `x`. Then `H x` exceeds `H y` by at most `‖∇(H - L)(x)‖² / (2c)`. -/
theorem dual_level_action_error {L H : E → ℝ} {S : Set E} {c : ℝ} {x y : E} (hc : 0 < c)
    (hconv : ConvexOn ℝ S (fun q => H q - c / 2 * ‖q‖ ^ 2))
    (hL : DifferentiableAt ℝ L x) (hH : DifferentiableAt ℝ H x)
    (hxS : x ∈ S) (hyS : y ∈ S) (hx : IsLocalMin L x) (hy : IsMinOn H S y) :
    0 ≤ H x - H y ∧ H x - H y ≤ ‖gradient (fun q => H q - L q) x‖ ^ 2 / (2 * c) := by
  refine ⟨sub_nonneg.2 (hy hxS), ?_⟩
  rw [gradient_correction hL hH hx, le_div_iff₀ (by positivity)]
  have h := quadratic_lower_bound hconv hH hxS hyS
  have hcs := neg_le_of_abs_le (abs_real_inner_le_norm (gradient H x) (y - x))
  have h1 : H x - H y ≤ ‖gradient H x‖ * ‖y - x‖ - c / 2 * ‖y - x‖ ^ 2 := by linarith
  -- complete the square in the distance between the two paths
  have h2 := mul_le_mul_of_nonneg_left h1 hc.le
  nlinarith [sq_nonneg (‖gradient H x‖ - c * ‖y - x‖)]

/-- Let `x` locally minimise `L` and let `y` minimise `L + ε W` on a region `S` containing both,
with `L + ε W - (c/2)‖·‖²` convex on `S`, `c > 0`, and `L` and `W` differentiable at `x`. Then the
value of `L + ε W` at `x` exceeds its value at `y` by at most `ε² ‖∇W(x)‖² / (2c)`. -/
theorem error_second_order {L W : E → ℝ} {S : Set E} {c ε : ℝ} {x y : E} (hc : 0 < c)
    (hconv : ConvexOn ℝ S (fun q => (L q + ε * W q) - c / 2 * ‖q‖ ^ 2))
    (hL : DifferentiableAt ℝ L x) (hW : DifferentiableAt ℝ W x)
    (hxS : x ∈ S) (hyS : y ∈ S) (hx : IsLocalMin L x)
    (hy : IsMinOn (fun q => L q + ε * W q) S y) :
    0 ≤ (L x + ε * W x) - (L y + ε * W y) ∧
      (L x + ε * W x) - (L y + ε * W y) ≤ ε ^ 2 * ‖gradient W x‖ ^ 2 / (2 * c) := by
  have h := dual_level_action_error hc hconv hL (hL.add (hW.const_mul ε)) hxS hyS hx hy
  have hn : ‖gradient (fun q => L q + ε * W q - L q) x‖ ^ 2 = ε ^ 2 * ‖gradient W x‖ ^ 2 := by
    simp only [add_sub_cancel_left, gradient, LinearIsometryEquiv.norm_map]
    rw [fderiv_const_mul hW ε, norm_smul, mul_pow, Real.norm_eq_abs, sq_abs]
  rwa [hn] at h

/-- For the harmonic actions `L = (c/2)‖q‖²` and `H = (c/2)‖q - a‖²` with `c > 0`, minimised at `0`
and `a`, `H - (c/2)‖·‖²` is convex and the error bound is an equality. -/
theorem error_bound_sharp {c : ℝ} (hc : 0 < c) (a : E) :
    (∀ q : E, c / 2 * ‖(0 : E)‖ ^ 2 ≤ c / 2 * ‖q‖ ^ 2) ∧
    (∀ q : E, c / 2 * ‖a - a‖ ^ 2 ≤ c / 2 * ‖q - a‖ ^ 2) ∧
    ConvexOn ℝ Set.univ (fun q : E => c / 2 * ‖q - a‖ ^ 2 - c / 2 * ‖q‖ ^ 2) ∧
    c / 2 * ‖0 - a‖ ^ 2 - c / 2 * ‖a - a‖ ^ 2 =
      ‖gradient (fun q : E => c / 2 * ‖q - a‖ ^ 2 - c / 2 * ‖q‖ ^ 2) 0‖ ^ 2 / (2 * c) := by
  -- the correction H - L is an affine function of the path
  have key : ∀ q : E, c / 2 * ‖q - a‖ ^ 2 - c / 2 * ‖q‖ ^ 2
      = c / 2 * ‖a‖ ^ 2 - c * inner ℝ a q := by
    intro q
    rw [norm_sub_sq_real, real_inner_comm]
    ring
  refine ⟨fun q => ?_, fun q => ?_, ?_, ?_⟩
  · rw [norm_zero]
    nlinarith [sq_nonneg ‖q‖]
  · rw [sub_self, norm_zero]
    nlinarith [sq_nonneg ‖q - a‖]
  · simp only [key]
    refine ⟨convex_univ, fun u _ v _ s t _ _ hst => le_of_eq ?_⟩
    simp only [inner_add_right, real_inner_smul_right, smul_eq_mul]
    linear_combination (-(c / 2 * ‖a‖ ^ 2)) * hst
  · simp only [key]
    have hD : HasFDerivAt (fun q : E => c / 2 * ‖a‖ ^ 2 - c * inner ℝ a q)
        (-(c • innerSL ℝ a)) 0 :=
      ((innerSL ℝ a).hasFDerivAt.const_mul c).const_sub _
    rw [gradient, LinearIsometryEquiv.norm_map, hD.fderiv, norm_neg, norm_smul,
      innerSL_apply_norm, mul_pow, Real.norm_eq_abs, sq_abs, zero_sub, norm_neg, sub_self,
      norm_zero]
    field_simp
    ring

variable {F : Type*} [NormedAddCommGroup F] [InnerProductSpace ℝ F] {N : ℕ}

/-- A discretised path: `N` movable beads in the mass-weighted configuration space `F`. -/
abbrev Path (N : ℕ) (F : Type*) := PiLp 2 (fun _ : Fin N => F)

/-- The beads in order along the path: the fixed end `a`, the `N` movable beads, the fixed end `b`. -/
def bead (a b : F) (q : Path N F) : ℕ → F
  | 0 => a
  | k + 1 => if h : k < N then q ⟨k, h⟩ else b

/-- The discretised kink action for time step `τ ≠ 0`: the spring terms between neighbouring beads
plus `τ` times the potential `V` summed over the movable beads. -/
def kinkAction (τ : ℝ) (a b : F) (V : F → ℝ) (q : Path N F) : ℝ :=
  ∑ k ∈ Finset.range (N + 1), ‖bead a b q (k + 1) - bead a b q k‖ ^ 2 / (2 * τ)
    + τ * ∑ i, V (q i)

/-- The gradient of the potential part of the action has `τ ∇V` at each bead as its components, if
`V` is differentiable at the beads. -/
theorem potential_gradient [CompleteSpace F] (τ : ℝ) {V : F → ℝ} {x : Path N F}
    (hV : ∀ i, DifferentiableAt ℝ V (x i)) :
    HasGradientAt (fun q : Path N F => τ * ∑ i, V (q i))
      (WithLp.toLp 2 (fun i => τ • gradient V (x i))) x := by
  have h1 : ∀ i, HasFDerivAt (fun q : Path N F => V (q i))
      ((fderiv ℝ V (x i)).comp (PiLp.proj 2 (fun _ : Fin N => F) i : Path N F →L[ℝ] F)) x :=
    fun i => HasFDerivAt.comp x (hV i).hasFDerivAt
      (PiLp.proj 2 (fun _ : Fin N => F) i : Path N F →L[ℝ] F).hasFDerivAt
  rw [hasGradientAt_iff_hasFDerivAt]
  refine ((HasFDerivAt.fun_sum fun i _ => h1 i).const_mul τ).congr_fderiv ?_
  refine ContinuousLinearMap.ext fun v => ?_
  simp [PiLp.inner_apply, real_inner_smul_left, Finset.mul_sum, gradient]

/-- The kink action is differentiable at a path if the potential is differentiable at its beads. -/
theorem kinkAction_differentiableAt [CompleteSpace F] (τ : ℝ) (a b : F) {V : F → ℝ}
    {x : Path N F} (hV : ∀ i, DifferentiableAt ℝ V (x i)) :
    DifferentiableAt ℝ (kinkAction τ a b V) x := by
  have hb : ∀ k, Differentiable ℝ (fun q : Path N F => bead a b q k) := by
    intro k
    cases k with
    | zero => exact differentiable_const a
    | succ k =>
      by_cases h : k < N
      · simp only [bead, h, dite_true]
        exact (PiLp.proj 2 (fun _ : Fin N => F) ⟨k, h⟩ : Path N F →L[ℝ] F).differentiable
      · simp only [bead, h, dite_false]
        exact differentiable_const b
  -- each spring term is a smooth function of the path
  have hs : ∀ k, DifferentiableAt ℝ
      (fun q : Path N F => ‖bead a b q (k + 1) - bead a b q k‖ ^ 2 / (2 * τ)) x := by
    intro k
    have hd : DifferentiableAt ℝ
        (fun q : Path N F => bead a b q (k + 1) - bead a b q k) x :=
      (hb (k + 1) x).sub (hb k x)
    have hn : DifferentiableAt ℝ
        (fun q : Path N F => ‖bead a b q (k + 1) - bead a b q k‖ ^ 2) x :=
      hd.norm_sq ℝ
    simpa only [div_eq_mul_inv] using hn.mul_const (2 * τ)⁻¹
  exact (DifferentiableAt.fun_sum fun k _ => hs k).add
      (potential_gradient τ hV).hasFDerivAt.differentiableAt

/-- Let `x` locally minimise the kink action of `VL` and let `y` minimise that of `VH` on a region
`S` containing both. Suppose that the action of `VH` minus `(c/2)‖·‖²` is convex on `S`, that
`c > 0`, and that both potentials are differentiable at the movable beads of `x`. Then the action of
`VH` at `x` exceeds that at `y` by at most `τ²/(2c)` times the sum over the movable beads of `x` of
the squared norm of the difference of the two forces. -/
theorem kink_error_from_forces [CompleteSpace F] {τ c : ℝ} {a b : F} {VL VH : F → ℝ}
    {S : Set (Path N F)} {x y : Path N F} (hc : 0 < c)
    (hconv : ConvexOn ℝ S (fun q => kinkAction τ a b VH q - c / 2 * ‖q‖ ^ 2))
    (hVL : ∀ i, DifferentiableAt ℝ VL (x i)) (hVH : ∀ i, DifferentiableAt ℝ VH (x i))
    (hxS : x ∈ S) (hyS : y ∈ S) (hx : IsLocalMin (kinkAction τ a b VL) x)
    (hy : IsMinOn (kinkAction τ a b VH) S y) :
    0 ≤ kinkAction τ a b VH x - kinkAction τ a b VH y ∧
      kinkAction τ a b VH x - kinkAction τ a b VH y ≤
        τ ^ 2 * (∑ i, ‖gradient (fun r => VH r - VL r) (x i)‖ ^ 2) / (2 * c) := by
  have h := dual_level_action_error hc hconv (kinkAction_differentiableAt τ a b hVL)
    (kinkAction_differentiableAt τ a b hVH) hxS hyS hx hy
  -- the spring terms cancel in the difference of the two actions
  have e : (fun q : Path N F => kinkAction τ a b VH q - kinkAction τ a b VL q)
      = fun q => τ * ∑ i, (fun r => VH r - VL r) (q i) := by
    funext q
    simp only [kinkAction, Finset.sum_sub_distrib]
    ring
  have hg := potential_gradient τ (V := fun r => VH r - VL r) (x := x)
    (fun i => (hVH i).sub (hVL i))
  rw [e, hg.gradient, PiLp.norm_sq_eq_of_L2] at h
  simpa only [norm_smul, mul_pow, Real.norm_eq_abs, sq_abs, ← Finset.mul_sum] using h

end

end InstantonDualLevel
```

```lean
#print axioms InstantonDualLevel.error_second_order
-- 'InstantonDualLevel.error_second_order' depends on axioms: [propext, Classical.choice, Quot.sound]
#print axioms InstantonDualLevel.error_bound_sharp
-- 'InstantonDualLevel.error_bound_sharp' depends on axioms: [propext, Classical.choice, Quot.sound]
#print axioms InstantonDualLevel.kinkAction_differentiableAt
-- 'InstantonDualLevel.kinkAction_differentiableAt' depends on axioms: [propext, Classical.choice, Quot.sound]
#print axioms InstantonDualLevel.kink_error_from_forces
-- 'InstantonDualLevel.kink_error_from_forces' depends on axioms: [propext, Classical.choice, Quot.sound]
```

## From the slope inequality to the bead forces

`quadratic_lower_bound` is the parabola step, for any `z` in `S`. `hslope` is the limit of the difference quotient, and `hright` is the limit of the right side. For `t` between 0 and 1 the convexity inequality is expanded with the norm identities `n1` and `n2`, and `le_of_tendsto_of_tendsto` carries it to the limit.

`gradient_correction` uses the vanishing derivative of `L` at a local minimum to identify $\nabla(H-L)(x)$ with $\nabla H(x)$. In `dual_level_action_error` the lower bound on the error is the minimality of `y`. For the upper bound, `hcs` is Cauchy–Schwarz, and the final `nlinarith` receives the square $(\|g\|-c\|d\|)^2$ and completes the argument.

`error_second_order` applies this theorem to $L+\varepsilon W$ and takes $\varepsilon$ out of the gradient norm. In `error_bound_sharp`, the identity `key` shows that the harmonic correction is affine in the path, which yields both the convexity and the gradient.

For kinks, `potential_gradient` applies the chain rule to the projection onto each bead, and `kinkAction_differentiableAt` adds the smooth spring terms. In `kink_error_from_forces`, the identity `e` cancels the springs; the general bound then becomes the sum over beads through `PiLp.norm_sq_eq_of_L2`.
